# The normal equations and unique fitted values for least squares at any rank

Fit the two data values $0$ and $2$ with a model that predicts $s = x_1 + x_2$ at both points: the cost $s^2 + (s-2)^2 = 2(s-1)^2 + 2$ is smallest on the whole line $x_1 + x_2 = 1$, so the parameters are not determined, while the fitted values $(1, 1)$ are. Whether the parameters are determined depends on the matrix, but for every real matrix the fitted values are: the minimisers are exactly the solutions of the normal equations $A^T A x = A^T b$, and they all share one vector $Ax$.

```lean
import Mathlib

open Matrix

namespace LeastSquaresFit

variable {m n : Type*} [Fintype m] [Fintype n]

/-- The residual `A x - b` of the linear model with design matrix `A`, data `b` and
parameters `x`. -/
def residualVec (A : Matrix m n ℝ) (b : m → ℝ) (x : n → ℝ) : m → ℝ :=
  A *ᵥ x - b

/-- The least-squares cost: the squared Euclidean length of the residual `A x - b`. -/
def cost (A : Matrix m n ℝ) (b : m → ℝ) (x : n → ℝ) : ℝ :=
  residualVec A b x ⬝ᵥ residualVec A b x

/-- The parameters `x` are a least-squares fit if no parameters give a lower cost. -/
def IsLeastSquares (A : Matrix m n ℝ) (b : m → ℝ) (x : n → ℝ) : Prop :=
  ∀ y, cost A b x ≤ cost A b y

/-- The normal equations `Aᵀ A x = Aᵀ b`. -/
def NormalEq (A : Matrix m n ℝ) (b : m → ℝ) (x : n → ℝ) : Prop :=
  (Aᵀ * A) *ᵥ x = Aᵀ *ᵥ b

/-- The squared length of a real vector is nonnegative. -/
theorem dot_self_nonneg (v : m → ℝ) : 0 ≤ v ⬝ᵥ v :=
  Finset.sum_nonneg fun i _ => mul_self_nonneg (v i)

/-- The matrix moves across the dot product as its transpose: `(A h) · r = h · (Aᵀ r)`. -/
theorem mulVec_dot_eq (A : Matrix m n ℝ) (h : n → ℝ) (r : m → ℝ) :
    (A *ᵥ h) ⬝ᵥ r = h ⬝ᵥ (Aᵀ *ᵥ r) := by
  rw [Matrix.dotProduct_mulVec, Matrix.vecMul_transpose]

/-- Exact expansion of the cost under a step `h` of the parameters: a term linear in `h`
with coefficient `2 Aᵀ (A x - b)` and the quadratic term `|A h|²`. -/
theorem cost_add (A : Matrix m n ℝ) (b : m → ℝ) (x h : n → ℝ) :
    cost A b (x + h)
      = cost A b x + 2 * (h ⬝ᵥ (Aᵀ *ᵥ residualVec A b x)) + (A *ᵥ h) ⬝ᵥ (A *ᵥ h) := by
  -- the residual changes by `A h`
  have hr : residualVec A b (x + h) = residualVec A b x + A *ᵥ h := by
    simp only [residualVec, Matrix.mulVec_add]
    abel
  have h1 := mulVec_dot_eq A h (residualVec A b x)
  have h2 := dotProduct_comm (residualVec A b x) (A *ᵥ h)
  simp only [cost, hr, add_dotProduct, dotProduct_add]
  linarith

/-- The normal equations hold exactly when `Aᵀ` annihilates the residual. -/
theorem normalEq_iff_residual (A : Matrix m n ℝ) (b : m → ℝ) (x : n → ℝ) :
    NormalEq A b x ↔ Aᵀ *ᵥ residualVec A b x = 0 := by
  unfold NormalEq residualVec
  rw [Matrix.mulVec_sub, Matrix.mulVec_mulVec, sub_eq_zero]

/-- If `x` solves the normal equations, the cost at any `y` exceeds the cost at `x` by the
squared distance between the fitted values `A y` and `A x`. -/
theorem cost_eq_of_normalEq {A : Matrix m n ℝ} {b : m → ℝ} {x : n → ℝ}
    (hx : NormalEq A b x) (y : n → ℝ) :
    cost A b y = cost A b x + (A *ᵥ y - A *ᵥ x) ⬝ᵥ (A *ᵥ y - A *ᵥ x) := by
  have h := cost_add A b x (y - x)
  have hxy : x + (y - x) = y := by abel
  have hres := (normalEq_iff_residual A b x).mp hx
  rw [hxy, hres, dotProduct_zero, Matrix.mulVec_sub] at h
  linarith

/-- For any real matrix `A`, of any rank, `x` minimises `|A x - b|²` if and only if it
solves the normal equations `Aᵀ A x = Aᵀ b`. -/
theorem isLeastSquares_iff_normalEq (A : Matrix m n ℝ) (b : m → ℝ) (x : n → ℝ) :
    IsLeastSquares A b x ↔ NormalEq A b x := by
  constructor
  · intro hx
    -- a quadratic `2 t p + t² q` that is never negative has no linear term
    have key : ∀ p q : ℝ, 0 ≤ q → (∀ t : ℝ, 0 ≤ 2 * (t * p) + t * (t * q)) → p = 0 := by
      intro p q hq h
      have hne : q + 1 ≠ 0 := by positivity
      obtain ⟨t, ht⟩ : ∃ t : ℝ, p = -(t * (q + 1)) := by
        refine ⟨-p / (q + 1), ?_⟩
        rw [div_mul_cancel₀ _ hne, neg_neg]
      have h1 := h t
      rw [ht] at h1
      have ht0 : t * t ≤ 0 := by nlinarith [mul_nonneg (mul_self_nonneg t) hq]
      have hz : t = 0 := mul_self_eq_zero.mp (le_antisymm ht0 (mul_self_nonneg t))
      rw [ht, hz]
      simp
    rw [normalEq_iff_residual]
    apply dotProduct_self_eq_zero.mp
    -- step along the direction `Aᵀ (A x - b)`
    refine key _ _ (dot_self_nonneg (A *ᵥ (Aᵀ *ᵥ residualVec A b x))) fun t => ?_
    have h1 := hx (x + t • (Aᵀ *ᵥ residualVec A b x))
    rw [cost_add A b x] at h1
    simp only [Matrix.mulVec_smul, smul_dotProduct, dotProduct_smul, smul_eq_mul] at h1
    linarith
  · intro hx y
    have h := cost_eq_of_normalEq hx y
    have h0 := dot_self_nonneg (A *ᵥ y - A *ᵥ x)
    linarith

/-- Given one least-squares fit `x`, the parameters `y` are a least-squares fit exactly when
they give the same fitted values, `A y = A x`. -/
theorem isLeastSquares_iff_fitted_eq {A : Matrix m n ℝ} {b : m → ℝ} {x : n → ℝ}
    (hx : IsLeastSquares A b x) (y : n → ℝ) :
    IsLeastSquares A b y ↔ A *ᵥ y = A *ᵥ x := by
  constructor
  · intro hy
    have h := cost_eq_of_normalEq ((isLeastSquares_iff_normalEq A b x).mp hx) y
    have h1 := hy x
    -- the excess cost `|A y - A x|²` must vanish
    have h0 : (A *ᵥ y - A *ᵥ x) ⬝ᵥ (A *ᵥ y - A *ᵥ x) = 0 :=
      le_antisymm (by linarith) (dot_self_nonneg _)
    exact sub_eq_zero.mp (dotProduct_self_eq_zero.mp h0)
  · intro h z
    have hc : cost A b y = cost A b x := by simp only [cost, residualVec, h]
    rw [hc]
    exact hx z

/-- Any two least-squares fits give the same fitted values, whatever the rank of `A`. -/
theorem fitted_unique {A : Matrix m n ℝ} {b : m → ℝ} {x y : n → ℝ}
    (hx : IsLeastSquares A b x) (hy : IsLeastSquares A b y) : A *ᵥ x = A *ᵥ y :=
  (isLeastSquares_iff_fitted_eq hy x).mp hx

/-- A least-squares fit exists for every real matrix `A` and all data `b`. -/
theorem exists_isLeastSquares (A : Matrix m n ℝ) (b : m → ℝ) :
    ∃ x, IsLeastSquares A b x := by
  classical
  have hle : LinearMap.range (Aᵀ * A).mulVecLin ≤ LinearMap.range (Aᵀ).mulVecLin := by
    rintro _ ⟨v, rfl⟩
    refine ⟨A *ᵥ v, ?_⟩
    show Aᵀ *ᵥ (A *ᵥ v) = (Aᵀ * A) *ᵥ v
    rw [Matrix.mulVec_mulVec]
  -- `Aᵀ A` and `Aᵀ` have the same rank, hence the same range
  have hrank : (Aᵀ * A).rank = (Aᵀ).rank := by
    rw [Matrix.rank_transpose_mul_self, Matrix.rank_transpose]
  have heq : LinearMap.range (Aᵀ * A).mulVecLin = LinearMap.range (Aᵀ).mulVecLin :=
    Submodule.eq_of_le_of_finrank_eq hle hrank
  have hb : Aᵀ *ᵥ b ∈ LinearMap.range (Aᵀ * A).mulVecLin := by
    rw [heq]
    exact ⟨b, rfl⟩
  obtain ⟨x, hx⟩ := hb
  exact ⟨x, (isLeastSquares_iff_normalEq A b x).mpr hx⟩

/-- There is exactly one least-squares fit if and only if `A h = 0` forces `h = 0`. -/
theorem existsUnique_iff (A : Matrix m n ℝ) (b : m → ℝ) :
    (∃! x, IsLeastSquares A b x) ↔ ∀ h : n → ℝ, A *ᵥ h = 0 → h = 0 := by
  constructor
  · rintro ⟨x, hx, hu⟩ h hh
    -- adding a null vector leaves the fitted values unchanged
    have h1 : IsLeastSquares A b (x + h) :=
      (isLeastSquares_iff_fitted_eq hx (x + h)).mpr
        (by rw [Matrix.mulVec_add, hh, add_zero])
    have h2 : x + h = x := hu _ h1
    simpa using h2
  · intro hA
    obtain ⟨x, hx⟩ := exists_isLeastSquares A b
    refine ⟨x, hx, fun y hy => ?_⟩
    have h1 := hA (y - x) (by rw [Matrix.mulVec_sub, fitted_unique hy hx, sub_self])
    exact sub_eq_zero.mp h1

/-- A design matrix with two identical columns. -/
def twinDesign : Matrix (Fin 2) (Fin 2) ℝ := !![1, 1; 1, 1]

/-- Two data points with values `0` and `2`. -/
def twinData : Fin 2 → ℝ := ![0, 2]

/-- For the design with two identical columns and data `(0, 2)`, the distinct parameter
vectors `(1, 0)` and `(0, 1)` are both least-squares fits, and the cost at `(1, 0)` is `2`. -/
theorem rank_deficient_witness :
    IsLeastSquares twinDesign twinData ![1, 0] ∧ IsLeastSquares twinDesign twinData ![0, 1]
      ∧ (![1, 0] : Fin 2 → ℝ) ≠ ![0, 1] ∧ cost twinDesign twinData ![1, 0] = 2 := by
  have hA : ∀ i j, twinDesign i j = 1 := by
    intro i j
    fin_cases i <;> fin_cases j <;> simp [twinDesign]
  refine ⟨?_, ?_, ?_, ?_⟩
  · rw [isLeastSquares_iff_normalEq]
    unfold NormalEq
    ext i
    simp only [Matrix.mulVec, dotProduct, Matrix.mul_apply, Fin.sum_univ_two,
      Matrix.transpose_apply, hA]
    norm_num [twinData]
  · rw [isLeastSquares_iff_normalEq]
    unfold NormalEq
    ext i
    simp only [Matrix.mulVec, dotProduct, Matrix.mul_apply, Fin.sum_univ_two,
      Matrix.transpose_apply, hA]
    norm_num [twinData]
  · intro h
    have h0 := congrFun h 0
    simp at h0
  · simp only [cost, residualVec, dotProduct, Matrix.mulVec, Fin.sum_univ_two,
      Pi.sub_apply, hA]
    norm_num [twinData]

end LeastSquaresFit
```

```lean
#print axioms LeastSquaresFit.fitted_unique
#print axioms LeastSquaresFit.existsUnique_iff
```

```
'LeastSquaresFit.fitted_unique' depends on axioms: [propext, Classical.choice, Quot.sound]
'LeastSquaresFit.existsUnique_iff' depends on axioms: [propext, Classical.choice, Quot.sound]
```

## What the statements say

The design matrix is `A : Matrix m n ℝ`. The finite type `m` labels the data points and the finite type `n` labels the parameters. No relation between their sizes is assumed, so the fit may be overdetermined, square or underdetermined. The data are `b : m → ℝ` and the parameters are `x : n → ℝ`. The product `A *ᵥ x` is the vector of fitted values, $(Ax)_i = \sum_j A_{ij} x_j$, and `⬝ᵥ` is the dot product $u \cdot v = \sum_i u_i v_i$.

`residualVec A b x` is $r(x) = Ax - b$, model minus data. `cost A b x` is $C(x) = r(x) \cdot r(x)$, the plain sum of squares with no factor $\tfrac12$, no weights and no division by the number of points. `IsLeastSquares A b x` says $C(x) \le C(y)$ for all $y \in \mathbb{R}^n$, which is a global and unconstrained minimum. `NormalEq A b x` is the equation $(A^T A)x = A^T b$, written without any inverse.

With these definitions the theorems read as follows.

- `isLeastSquares_iff_normalEq`: for every $A$, $b$ and $x$, the vector $x$ minimises $C$ if and only if it solves the normal equations.
- `isLeastSquares_iff_fitted_eq`: if $x$ is a minimiser, then $y$ is a minimiser if and only if $Ay = Ax$.
- `fitted_unique`: two minimisers have the same fitted values.
- `exists_isLeastSquares`: a minimiser exists for every $A$ and $b$. No formula for it is given.
- `existsUnique_iff`: there is exactly one minimiser if and only if $Ah = 0$ forces $h = 0$, that is, the columns of $A$ are linearly independent. The condition does not involve $b$.
- `rank_deficient_witness`: for `twinDesign`, the $2 \times 2$ matrix of ones, and `twinData` $= (0, 2)$, the vectors $(1,0)$ and $(0,1)$ are both minimisers, they are distinct, and the cost at $(1,0)$ is $2$.

The first four carry no rank hypothesis.

## The physics

Each column of $A$ is one basis function evaluated at all data points, and $x_j$ is its coefficient. Fitting point charges to an electrostatic potential sampled on a grid has this form when it is simplified to equal weights with no total-charge constraint and no restraint: $A_{ij} = 1/|\mathbf{r}_i - \mathbf{R}_j|$ in atomic units, $b_i$ is the reference potential and $x_j$ is the charge on site $j$. An interatomic potential that is linear in its parameters, fitted to reference energies by least squares with equal weights and no regularisation, is another case. If the columns are exactly dependent, the theorems say that the fitted potential on the grid, or the fitted energies of the training structures, are fixed by the data, while the vector of coefficients is not: any $h$ with $Ah = 0$ can be added to it, so only those coefficients on which every such $h$ vanishes are fixed.

The scope is finite real data, exact arithmetic and a model linear in its parameters. Weighted costs, constraints, penalty terms, the minimum-norm solution and the conditioning of $A^T A$ are not treated, and neither is near dependence of the columns. Uniqueness concerns the fitted values at the data points only. In the opening example, a new point at which the model predicts $x_1$ alone gets the value $1$ from $(1,0)$ and $0$ from $(0,1)$.

The following counter-examples are hand checks and have no counterpart among the theorems. Linearity is needed: the model $x \mapsto (\cos x, \sin x)$ with data $(0,0)$ has cost $1$ for every $x$, so all $x$ minimise and the fitted values differ. Under a constraint the best point can fail to solve the normal equations: for $A = (1)$, $b = 1$ and the restriction $x \le 0$, the best point is $x = 0$, which does not solve the normal equation $x = 1$. Real entries are needed for the plain transpose: the complex vector $(1, i)$ is nonzero and has $v \cdot v = 0$.

## Derivation by hand

**Expansion.** A step $h$ changes the residual by $Ah$, since $r(x+h) = Ax + Ah - b = r(x) + Ah$. Squaring gives
$$C(x+h) = r \cdot r + 2\,(Ah) \cdot r + |Ah|^2, \qquad r = r(x).$$
Reordering the double sum, $(Ah) \cdot r = \sum_{i,j} A_{ij} h_j r_i = h \cdot (A^T r)$. With $g = A^T r(x)$,
$$C(x+h) = C(x) + 2\, h \cdot g + |Ah|^2 .$$
This is exact, because the cost is quadratic. The vector $2g$ is the gradient of $C$ at $x$.

**Normal equations.** Since $g = A^T A x - A^T b$, the normal equations say $g = 0$: the residual is orthogonal to every column of $A$.

**Solutions are minimisers.** Let $g = 0$ and put $h = y - x$. The linear term drops and
$$C(y) = C(x) + |Ay - Ax|^2 \ge C(x).$$

**Minimisers are solutions.** Let $x$ be a minimiser and step along $h = t g$. With $p = |g|^2$ and $q = |Ag|^2 \ge 0$, the expansion gives $0 \le C(x + tg) - C(x) = 2tp + t^2 q$ for all real $t$. Choose $t = -p/(q+1)$, so that $p = -t(q+1)$. Then
$$2tp + t^2 q = -2t^2(q+1) + t^2 q = -t^2(q+2).$$
This is nonnegative only if $t = 0$, hence $p = 0$ and $g = 0$. The denominator $q + 1$ is positive, so the case $q = 0$ needs no separate treatment.

**Fitted values.** Let $x$ and $y$ both minimise. Then $x$ solves the normal equations, so $C(y) = C(x) + |Ay - Ax|^2$, and also $C(y) \le C(x)$. Hence $|Ay - Ax|^2 \le 0$ and $Ay = Ax$. Conversely, $C$ depends on the parameters only through $Ax$, so $Ay = Ax$ gives $C(y) = C(x)$ and $y$ minimises whenever $x$ does.

**Existence.** The range of $A^T A$ lies in the range of $A^T$, because $A^T A v = A^T (Av)$. The two have equal dimension. Indeed $A^T A h = 0$ implies $|Ah|^2 = h \cdot A^T A h = 0$, and $Ah = 0$ implies $A^T A h = 0$, so $A^T A$ and $A$ have the same kernel and, acting on the same space, the same rank; and $A$ and $A^T$ have the same rank. A subspace of equal finite dimension is the whole space, so $A^T b = A^T A x$ for some $x$, and this $x$ minimises.

**Uniqueness.** If $x$ minimises and $Ah = 0$, then $A(x+h) = Ax$, so $x + h$ minimises; a unique minimiser forces $h = 0$. If the kernel is trivial, a minimiser $x$ exists, any minimiser $y$ has $A(y - x) = 0$, and so $y = x$.

**The example.** For the matrix of ones, $A^T A$ has every entry $2$ and $A^T b = (2, 2)$. Both normal equations read $2x_1 + 2x_2 = 2$, which $(1,0)$ and $(0,1)$ satisfy. At $(1,0)$ the residual is $(1,1) - (0,2) = (1,-1)$ and the cost is $2$.

## The proof in Lean

`dot_self_nonneg` is $v \cdot v \ge 0$ as a sum of squares, and `mulVec_dot_eq` moves $A$ across the dot product as $A^T$. In `cost_add`, the step `hr` is $r(x+h) = r(x) + Ah$. Distributing the dot product gives four terms; `h2` identifies the two cross terms, `h1` rewrites them as $h \cdot A^T r$, and `linarith` collects them. `normalEq_iff_residual` is the statement that the normal equations mean $g = 0$. `cost_eq_of_normalEq` applies `cost_add` with the step `y - x`, replaces $g$ by zero through `hres`, and is left with the excess $|Ay - Ax|^2$.

The forward direction of `isLeastSquares_iff_normalEq` isolates the scalar argument in `key`. It obtains `t` with `p = -(t * (q + 1))` from the value `-p / (q + 1)`, substitutes it in the inequality, and `nlinarith` derives `t * t ≤ 0` from the hint that $t^2 q \ge 0$. Hence `hz` gives $t = 0$ and then $p = 0$. The goal $g = 0$ is reduced by `dotProduct_self_eq_zero` to $g \cdot g = 0$, which `key` delivers with $q = |Ag|^2$. The inequality for each `t` comes from minimality at $x + tg$, expanded by `cost_add` with the factors of `t` pulled out. The backward direction adds the nonnegative excess to the cost at $x$.

In `isLeastSquares_iff_fitted_eq`, the step `h0` squeezes the excess between the bound from `hy x` and zero. For the converse, `hc` is the equality of the two costs. `fitted_unique` is the forward direction with $y$ as the reference minimiser.

`exists_isLeastSquares` follows the dimension argument. `hle` is the inclusion of ranges. `hrank` takes the two rank equalities from Mathlib, as `Matrix.rank_transpose_mul_self` and `Matrix.rank_transpose`, so the kernel argument above is not repeated in the file. `Submodule.eq_of_le_of_finrank_eq` turns inclusion with equal dimension into equality, and `hb` places $A^T b$ in the range of $A^T A$.

`existsUnique_iff` shows in `h1` that `x + h` minimises and reads off `x + h = x` from uniqueness; the other direction applies the kernel hypothesis `hA` to `y - x`, using `fitted_unique`. In `rank_deficient_witness`, `hA` records that every entry of `twinDesign` is $1$. Each minimality claim is converted to the normal equations and checked componentwise, the two vectors are separated by their first components, and the cost is evaluated directly.
